# For a single determinant, the one-electron estimate tr(PX²) never falls below the dipole variance

Take two orthonormal spin orbitals, both occupied, and let the dipole matrix have zero diagonal and a real off-diagonal element $d$. If the dipole operator is restricted to the space of these two orbitals, each electron by itself has mean square dipole $d^2$, so adding up the electrons gives $2d^2$. Yet two orbitals hold only one two-electron state. Within this space the total dipole has nothing to fluctuate into, and its variance is zero. The missing $-2d^2$ comes from exchange: each electron's transition leads into an orbital that the other one fills.

In a finite orbital basis the one-electron sum is larger than the variance for every determinant whose dipole matrix has nonzero elements within the occupied space. Estimates of dispersion coefficients of the Kirkwood–Müller type put a sum of one-electron mean squares where the fluctuation of the total dipole belongs. For one determinant in a finite basis, the results below fix the sign of the error in that replacement; they say nothing about the dispersion coefficient itself, which also depends on excitation energies.

## Orbitals, projector and pair density

Let the finite index set $n$ label orthonormal spin orbitals. The matrix $P$ projects on the space of the occupied orbitals, which may be linear combinations of the labelled ones, and $X$ represents one Cartesian component of the one-electron dipole. Both are complex matrices, so real symmetric ones are included.

In Lean 4 with Mathlib:

```lean
import Mathlib

open Matrix
open scoped ComplexOrder

namespace DeterminantDipoleFluctuation

noncomputable section

variable {n : Type*} [Fintype n]
```

Write $x_i$ for the dipole of electron $i$. The square of the total dipole separates into

$$\Big(\sum_i x_i\Big)^2=\sum_i x_i^2+\sum_{i\neq j}x_i x_j .$$

The second sum needs the pair density. For a determinant, antisymmetry makes this a direct product minus an exchange product of elements of $P$:

$$\Gamma_{rs,pq}=P_{rp}P_{sq}-P_{rq}P_{sp}.$$

This expression enters as the definition `pairDensity`; it is not derived from an antisymmetrised wavefunction. It counts ordered pairs, so no factor $\tfrac12$ appears later.

```lean
/-- The pair density matrix of a determinant with occupied projector `P`:
direct minus exchange product. -/
def pairDensity (P : Matrix n n ℂ) (r s p q : n) : ℂ :=
  P r p * P s q - P r q * P s p
```

The first sum has the expectation value $\mathrm{tr}(PX^2)$. Here $X^2$ is the product of the matrix with itself, which in an incomplete basis generally differs from the matrix of the squared dipole operator. The model therefore treats the dipole as an operator acting within the chosen orbital space.

```lean
/-- The one-electron part `tr(P X²)` of the mean square dipole. -/
def oneElectronMoment (P X : Matrix n n ℂ) : ℂ := (P * (X * X)).trace
```

The second sum is the pair density contracted with one dipole matrix for each electron:

$$\sum_{rspq}\Gamma_{rs,pq}\,X_{pr}X_{qs}.$$

```lean
/-- The two-electron part of the mean square dipole: the pair density contracted with
one dipole matrix for each electron. -/
def twoElectronMoment (P X : Matrix n n ℂ) : ℂ :=
  ∑ r, ∑ s, ∑ p, ∑ q, pairDensity P r s p q * (X p r * X q s)
```

The variance is the mean square minus the squared mean, and the mean dipole is $\mathrm{tr}(PX)$.

```lean
/-- The dipole variance of the determinant: mean square dipole minus squared mean dipole. -/
def dipoleVariance (P X : Matrix n n ℂ) : ℂ :=
  oneElectronMoment P X + twoElectronMoment P X - (P * X).trace ^ 2
```

One more quantity is needed, the sum of squared moduli of a matrix,

$$S(A)=\sum_{ij}|A_{ij}|^2 .$$

If $A$ holds transition dipoles, $S(A)$ is their total strength, without energy factors. It is defined as a real number, whereas the moments above are complex by type and have to be shown to be real.

```lean
/-- The total strength of a transition matrix: the sum of its squared moduli. -/
def strength (A : Matrix n n ℂ) : ℝ := ∑ i, ∑ j, Complex.normSq (A i j)
```

## The squared mean cancels and exchange remains

Insert the pair density into the two-electron term. The direct part factorises,

$$\sum_{rspq}P_{rp}X_{pr}\,P_{sq}X_{qs}=\mathrm{tr}(PX)^2,$$

while the exchange part closes into a single cycle,

$$\sum_{rspq}P_{rq}X_{qs}\,P_{sp}X_{pr}=\mathrm{tr}(PXPX).$$

The two-electron term is thus $\mathrm{tr}(PX)^2-\mathrm{tr}(PXPX)$. In the proof, `h1` and `h2` are these two sums, and the final `ring` matches the summands one by one. No property of $P$ or $X$ is used.

```lean
/-- The two-electron part is the squared mean dipole minus the exchange term `tr(PXPX)`. -/
theorem twoElectronMoment_eq (P X : Matrix n n ℂ) :
    twoElectronMoment P X = (P * X).trace ^ 2 - (P * X * (P * X)).trace := by
  -- direct term
  have h1 : ∑ r, ∑ s, ∑ p, ∑ q, P r p * X p r * (P s q * X q s) = (P * X).trace ^ 2 := by
    simp only [Matrix.trace, Matrix.diag_apply, Matrix.mul_apply, sq, Finset.sum_mul_sum]
  -- exchange term
  have h2 : ∑ r, ∑ s, ∑ p, ∑ q, P r q * X q s * (P s p * X p r)
      = (P * X * (P * X)).trace := by
    simp only [Matrix.trace, Matrix.diag_apply, Matrix.mul_apply, Finset.sum_mul_sum]
    refine Finset.sum_congr rfl fun r _ => Finset.sum_congr rfl fun s _ => ?_
    exact Finset.sum_comm
  rw [← h1, ← h2]
  simp only [twoElectronMoment, pairDensity, ← Finset.sum_sub_distrib]
  refine Finset.sum_congr rfl fun r _ => Finset.sum_congr rfl fun s _ =>
    Finset.sum_congr rfl fun p _ => Finset.sum_congr rfl fun q _ => ?_
  ring
```

In the variance the squared mean now drops out:

$$\mathrm{tr}(PX^2)+\mathrm{tr}(PX)^2-\mathrm{tr}(PXPX)-\mathrm{tr}(PX)^2=\mathrm{tr}(PX^2)-\mathrm{tr}(PXPX).$$

```lean
/-- The dipole variance is the one-electron part minus the exchange term `tr(PXPX)`. -/
theorem dipoleVariance_eq_sub (P X : Matrix n n ℂ) :
    dipoleVariance P X = oneElectronMoment P X - (P * X * (P * X)).trace := by
  rw [dipoleVariance, twoElectronMoment_eq]
  ring
```

Because of this cancellation, dropping the two-electron term alone doesn't guarantee an upper bound. Suppose that only the two-electron term is dropped and the squared mean is kept. The estimate is then $\mathrm{tr}(PX^2)-\mathrm{tr}(PX)^2$, which can lie below the true variance. With two filled orbitals and $X$ equal to the unit matrix it gives $2-4=-2$, although the variance is $0$. The one-electron estimate considered here is $\mathrm{tr}(PX^2)$ alone, with both terms left out.

## Traces as transition strengths

Both bounds rest on sums of squares. Such a sum vanishes only if every term does, so $S(A)=0$ exactly when $A=0$. The proof applies this argument first to the rows and then to the elements of each row.

```lean
/-- The strength of a matrix vanishes exactly when the matrix does. -/
theorem strength_eq_zero_iff (A : Matrix n n ℂ) : strength A = 0 ↔ A = 0 := by
  constructor
  · intro h
    unfold strength at h
    ext i j
    have h1 := (Finset.sum_eq_zero_iff_of_nonneg (fun i _ =>
      Finset.sum_nonneg fun j _ => Complex.normSq_nonneg (A i j))).mp h i (Finset.mem_univ i)
    have h2 := (Finset.sum_eq_zero_iff_of_nonneg (fun j _ =>
      Complex.normSq_nonneg (A i j))).mp h1 j (Finset.mem_univ j)
    exact Complex.normSq_eq_zero.mp h2
  · rintro rfl
    simp [strength]
```

Let $P$ and $Q$ be Hermitian and idempotent, let $X$ be Hermitian, and set $A=PXQ$. Then $A^\dagger=QXP$, and

$$S(A)=\mathrm{tr}(AA^\dagger)=\mathrm{tr}(PXQ\,QXP)=\mathrm{tr}(PXQXP)=\mathrm{tr}(PXQX).$$

The third equality uses $Q^2=Q$. The last one moves the final $P$ to the front of the trace and uses $P^2=P$. In the code `hS` is the first equality, `hA` the adjoint and `h` the contraction of $Q^2$; `Matrix.trace_mul_comm` supplies the cyclic step.

```lean
/-- For Hermitian idempotent `P` and `Q` and Hermitian `X`, `tr(PXQX)` is the sum of the squared
moduli of the elements of `PXQ`. -/
theorem trace_eq_strength {P Q X : Matrix n n ℂ} (hP : P.IsHermitian) (hPP : P * P = P)
    (hQ : Q.IsHermitian) (hQQ : Q * Q = Q) (hX : X.IsHermitian) :
    (P * X * Q * X).trace = (strength (P * X * Q) : ℂ) := by
  have hS : (P * X * Q * (P * X * Q)ᴴ).trace = (strength (P * X * Q) : ℂ) := by
    generalize P * X * Q = A
    simp only [strength, Matrix.trace, Matrix.diag_apply, Matrix.mul_apply,
      Matrix.conjTranspose_apply, Complex.star_def, Complex.mul_conj, Complex.ofReal_sum]
  have hA : (P * X * Q)ᴴ = Q * (X * P) := by
    simp only [Matrix.conjTranspose_mul, hP.eq, hQ.eq, hX.eq]
  have h : P * X * Q * (Q * (X * P)) = P * X * Q * X * P := by
    calc P * X * Q * (Q * (X * P)) = P * X * (Q * Q) * X * P := by simp only [mul_assoc]
      _ = P * X * Q * X * P := by rw [hQQ]
  -- cyclicity of the trace brings the two factors P together
  rw [← hS, hA, h, Matrix.trace_mul_comm (P * X * Q * X) P]
  simp only [← mul_assoc, hPP]
```

Now choose $Q=1-P$, the projector on the virtual orbitals. It is Hermitian, and

$$(1-P)^2=1-2P+P^2=1-P .$$

Since $PX(1-P)X=PX^2-PXPX$, the variance becomes

$$\mathrm{tr}(PX^2)-\mathrm{tr}(PXPX)=\mathrm{tr}\big(PX(1-P)X\big)=S\big(PX(1-P)\big).$$

In a basis of occupied orbitals $i$ and virtual orbitals $a$ this is $\sum_{ia}|X_{ia}|^2$. Only transitions out of the occupied space contribute to the fluctuation.

```lean
variable [DecidableEq n]

/-- The dipole variance of a determinant is the total strength of the dipole transitions
from occupied to virtual orbitals. -/
theorem dipoleVariance_eq_strength {P X : Matrix n n ℂ} (hP : P.IsHermitian)
    (hPP : P * P = P) (hX : X.IsHermitian) :
    dipoleVariance P X = (strength (P * X * (1 - P)) : ℂ) := by
  have hQ : (1 - P).IsHermitian := Matrix.isHermitian_one.sub hP
  have hQQ : (1 - P) * (1 - P) = 1 - P := by
    calc (1 - P) * (1 - P) = 1 - P - P + P * P := by noncomm_ring
      _ = 1 - P := by rw [hPP]; abel
  rw [← trace_eq_strength hP hPP hQ hQQ hX, dipoleVariance_eq_sub, oneElectronMoment,
    ← Matrix.trace_sub]
  congr 1
  noncomm_ring
```

## The variance lies between zero and the one-electron value

The lower bound follows at once, because $S(PX(1-P))\ge 0$. For the upper bound choose $Q=P$ instead. The exchange term is then itself a sum of squares, $\mathrm{tr}(PXPX)=S(PXP)\ge0$, so that

$$0\le \mathrm{tr}(PX^2)-S(PXP)\le\mathrm{tr}(PX^2).$$

The theorem `dipoleVariance_bounds` states three things for Hermitian idempotent $P$ and Hermitian $X$: the variance equals $\mathrm{tr}(PX(1-P)X)$, it is at least zero, and it is at most `oneElectronMoment P X`. The inequalities are between complex numbers. In the order used here, $z\le w$ means that the real parts are ordered and the imaginary parts are equal, so $0\le$ `dipoleVariance P X` also says that the variance is real.

The hypothesis `hPP : P * P = P` restricts the result to a single determinant described in spin orbitals. The spin-summed density matrix of a closed shell is twice a projector and doesn't satisfy it. Correlated density matrices with fractional occupations are excluded as well.

```lean
/-- The dipole variance of a determinant equals `tr(PX(1-P)X)`, is real and nonnegative, and
never exceeds the one-electron estimate `tr(PX²)`. -/
theorem dipoleVariance_bounds {P X : Matrix n n ℂ} (hP : P.IsHermitian)
    (hPP : P * P = P) (hX : X.IsHermitian) :
    dipoleVariance P X = (P * X * (1 - P) * X).trace ∧
      0 ≤ dipoleVariance P X ∧ dipoleVariance P X ≤ oneElectronMoment P X := by
  have hnn : ∀ A : Matrix n n ℂ, (0 : ℂ) ≤ (strength A : ℂ) := fun A =>
    Complex.zero_le_real.mpr
      (Finset.sum_nonneg fun i _ => Finset.sum_nonneg fun j _ => Complex.normSq_nonneg (A i j))
  refine ⟨?_, ?_, ?_⟩
  · rw [dipoleVariance_eq_sub, oneElectronMoment, ← Matrix.trace_sub]
    congr 1
    noncomm_ring
  · rw [dipoleVariance_eq_strength hP hPP hX]
    exact hnn _
  · -- the neglected exchange term is itself a sum of squares
    rw [dipoleVariance_eq_sub, ← mul_assoc, trace_eq_strength hP hPP hP hPP hX]
    exact sub_le_self _ (hnn _)
```

## When a bound is reached

The variance vanishes exactly when $PX(1-P)=0$, that is, when $PX=PXP$. Taking the adjoint of this relation gives $XP=PXP$, and therefore $PX=XP$. Conversely, if $P$ and $X$ commute, then

$$PX(1-P)=XP(1-P)=X(P-P^2)=0 .$$

A determinant thus has a sharp dipole, within the orbital space, exactly when the dipole matrix doesn't mix occupied and virtual orbitals. The two filled orbitals of the opening example are such a case, since there $P=1$. In the proof `h1` is the relation $PX=PXP$ and `h2` its adjoint.

```lean
/-- The dipole of a determinant does not fluctuate exactly when the dipole matrix commutes
with the occupied projector. -/
theorem dipoleVariance_eq_zero_iff {P X : Matrix n n ℂ} (hP : P.IsHermitian)
    (hPP : P * P = P) (hX : X.IsHermitian) :
    dipoleVariance P X = 0 ↔ P * X = X * P := by
  rw [dipoleVariance_eq_strength hP hPP hX, Complex.ofReal_eq_zero, strength_eq_zero_iff]
  constructor
  · intro h
    have h1 : P * X = P * X * P := by
      rw [mul_sub, mul_one] at h
      exact sub_eq_zero.mp h
    -- the adjoint of the same relation
    have h2 : X * P = P * X * P := by
      have h3 := congrArg Matrix.conjTranspose h1
      simp only [Matrix.conjTranspose_mul, hP.eq, hX.eq] at h3
      rw [h3, mul_assoc]
    rw [h1, ← h2]
  · intro h
    rw [h, mul_sub, mul_one, mul_assoc, hPP, sub_self]
```

At the other end, the estimate exceeds the variance by $S(PXP)$. It is exact if and only if $PXP=0$, which means that all dipole elements between occupied orbitals vanish, the diagonal ones included. Whenever $PXP\neq0$, the one-electron estimate is strictly too large.

```lean
omit [DecidableEq n] in
/-- The one-electron estimate is exact precisely when the dipole matrix has no elements
within the occupied space. -/
theorem oneElectron_exact_iff {P X : Matrix n n ℂ} (hP : P.IsHermitian)
    (hPP : P * P = P) (hX : X.IsHermitian) :
    dipoleVariance P X = oneElectronMoment P X ↔ P * X * P = 0 := by
  rw [dipoleVariance_eq_sub, ← mul_assoc, trace_eq_strength hP hPP hP hPP hX,
    sub_eq_self, Complex.ofReal_eq_zero, strength_eq_zero_iff]
```

## Three orbitals in a ladder

A nonzero mean dipole also enlarges $\mathrm{tr}(PX^2)$, and one might suspect that the excess reflects only a poor choice of origin. A small example with zero mean dipole rules this out. Number three orbitals $0,1,2$, as the code does, and occupy the first two.

```lean
/-- The projector on the first two of three orbitals. -/
def ladderP : Matrix (Fin 3) (Fin 3) ℂ := !![1, 0, 0; 0, 1, 0; 0, 0, 0]
```

The dipole matrix couples neighbours with unit strength: $X_{01}=X_{10}=X_{12}=X_{21}=1$, and all other elements are zero.

```lean
/-- A dipole matrix that couples neighbouring orbitals of a three-orbital ladder. -/
def ladderX : Matrix (Fin 3) (Fin 3) ℂ := !![0, 1, 0; 1, 0, 1; 0, 1, 0]
```

The diagonal of $X$ vanishes, hence $\mathrm{tr}(PX)=0$. The one-electron estimate is

$$\mathrm{tr}(PX^2)=(X^2)_{00}+(X^2)_{11}=1+2=3 .$$

The exchange term collects the elements inside the occupied space, $|X_{01}|^2+|X_{10}|^2=2$. The variance is $3-2=1$, which is the strength $|X_{12}|^2$ of the one allowed transition, from orbital $1$ to orbital $2$. Moving the origin doesn't help the estimate: replacing $X$ by $X-c$ with real $c$ changes it to $3+2c^2$ and leaves the variance at $1$.

The theorem `ladder_witness` confirms that the two matrices satisfy the hypotheses of the bounds, and it evaluates the mean, the variance and the estimate for the original $X$. Its proof checks the matrix identities element by element and computes the traces explicitly.

```lean
/-- `ladderP` is Hermitian and idempotent and `ladderX` is Hermitian; for this pair the mean dipole
is zero, the dipole variance is 1 and the one-electron estimate is 3. -/
theorem ladder_witness :
    ladderP.IsHermitian ∧ ladderP * ladderP = ladderP ∧ ladderX.IsHermitian ∧
      (ladderP * ladderX).trace = 0 ∧ dipoleVariance ladderP ladderX = 1 ∧
      oneElectronMoment ladderP ladderX = 3 := by
  refine ⟨?_, ?_, ?_, ?_, ?_, ?_⟩
  · ext i j
    fin_cases i <;> fin_cases j <;> simp [ladderP]
  · ext i j
    fin_cases i <;> fin_cases j <;> simp [ladderP, Matrix.mul_apply, Fin.sum_univ_three]
  · ext i j
    fin_cases i <;> fin_cases j <;> simp [ladderX]
  · simp [ladderP, ladderX, Matrix.trace_fin_three]
  · rw [dipoleVariance_eq_sub, oneElectronMoment]
    simp [ladderP, ladderX, Matrix.trace_fin_three]
  · rw [oneElectronMoment]
    simp [ladderP, ladderX, Matrix.trace_fin_three]
    norm_num

end

end DeterminantDipoleFluctuation
```

```lean
#print axioms DeterminantDipoleFluctuation.dipoleVariance_bounds
-- 'DeterminantDipoleFluctuation.dipoleVariance_bounds' depends on axioms: [propext, Classical.choice, Quot.sound]
#print axioms DeterminantDipoleFluctuation.dipoleVariance_eq_zero_iff
-- 'DeterminantDipoleFluctuation.dipoleVariance_eq_zero_iff' depends on axioms: [propext, Classical.choice, Quot.sound]
#print axioms DeterminantDipoleFluctuation.oneElectron_exact_iff
-- 'DeterminantDipoleFluctuation.oneElectron_exact_iff' depends on axioms: [propext, Classical.choice, Quot.sound]
```
